# Some symmetric perturbation with spectral norm half the gap makes every nonzero vector in the span of two orthonormal eigenvectors an eigenvector

I diagonalise the same real symmetric matrix twice, once in double precision and once with part of the work in single precision. Two of the eigenvalues lie very close together. Both runs agree on the eigenvalues to within the expected error, yet the two eigenvectors that belong to them are visibly rotated into each other, while the plane they span looks the same.

The explanation I have heard is that an error comparable to the gap can make the pair exactly degenerate, after which any direction in the plane is as good as any other. I would like to see that made precise. If the eigenvalues are a and b, is there a symmetric perturbation of spectral norm |a − b|/2 that acts only in the plane and turns every nonzero vector in it into an eigenvector? Could a smaller one do it? And can the argument be checked in Lean 4 with Mathlib?

## Moving both levels to their mean

Yes, such a perturbation exists, and none of smaller norm will do. Let A be the symmetric operator, u and v its orthonormal eigenvectors, and ⟨·,·⟩ the real inner product:

A u = a u, A v = b v.

Define the perturbation E by

E = ((b − a)/2) (|u⟩⟨u| − |v⟩⟨v|).

It acts on the two eigenvectors as

E u = ((b − a)/2) u, E v = ((a − b)/2) v.

Adding the eigenvalue equations gives

(A + E) u = (a + (b − a)/2) u = ((a + b)/2) u,

(A + E) v = (b + (a − b)/2) v = ((a + b)/2) v.

By linearity, every w = αu + βv with real α and β satisfies (A + E) w = ((a + b)/2) w.

E is symmetric, because the following expression does not change when x and y are exchanged:

⟨E x, y⟩ = ((b − a)/2) (⟨u, x⟩⟨u, y⟩ − ⟨v, x⟩⟨v, y⟩).

Hence A + E is symmetric too. If x is orthogonal to u and v, both overlaps vanish and E x = 0. For such an x and any w in the plane,

⟨w, (A + E) x⟩ = ⟨(A + E) w, x⟩ = ((a + b)/2) ⟨w, x⟩ = 0,

so A + E maps the orthogonal complement of the plane into itself.

For the norm, subtract from x its projection onto the plane. The squared length of the remainder is nonnegative, which is Bessel's inequality:

0 ≤ ‖x − ⟨u, x⟩u − ⟨v, x⟩v‖² = ‖x‖² − ⟨u, x⟩² − ⟨v, x⟩².

Therefore

‖E x‖² = ((a − b)/2)² (⟨u, x⟩² + ⟨v, x⟩²) ≤ ((a − b)/2)² ‖x‖².

Equality holds at x = u, so ‖E‖ = |a − b|/2.

The sign of E is easily reversed in this derivation. The reversed operator is still symmetric, has the same norm and vanishes on the complement, but it doubles the separation of the two levels instead of closing it. Of the properties derived above, only the eigenvalue equation on the plane then fails, provided a ≠ b.

## Why less than half the gap is not enough

Take a normalised mixture w = cu + sv with c² + s² = 1, and suppose that a bounded perturbation F makes it an eigenvector, (A + F) w = μw. Then

F w = μw − A w = c(μ − a) u + s(μ − b) v.

The vector z = −su + cv has unit length and is orthogonal to w. Its inner product with F w no longer contains μ:

⟨z, F w⟩ = −sc(μ − a) + cs(μ − b) = (a − b) cs.

The Cauchy–Schwarz inequality and ‖F w‖ ≤ ‖F‖ now give

|a − b| |cs| ≤ ‖F‖.

If F makes every nonzero vector of the plane an eigenvector, this applies to the equal mixture c = s = 1/√2, where |cs| = 1/2. Thus ‖F‖ ≥ |a − b|/2, and E attains the bound. Setting F = 0 shows that, for a ≠ b, no mixture with both coefficients nonzero is an eigenvector of A itself.

## The Lean file

```lean
import Mathlib

open Submodule

namespace NearDegenerateEigenvectors

noncomputable section

variable {V : Type*} [NormedAddCommGroup V] [InnerProductSpace ℝ V]
variable {u v : V} {a b : ℝ}

/-- The two-level operator `p |u⟩⟨u| + q |v⟩⟨v|`. -/
def twoLevel (u v : V) (p q : ℝ) : V →L[ℝ] V :=
  p • (innerSL ℝ u).smulRight u + q • (innerSL ℝ v).smulRight v

/-- The levelling perturbation `((b - a)/2) (|u⟩⟨u| - |v⟩⟨v|)`. -/
def levelling (u v : V) (a b : ℝ) : V →L[ℝ] V :=
  twoLevel u v ((b - a) / 2) ((a - b) / 2)

/-- The two-level operator sends `x` to `p ⟨u, x⟩ u + q ⟨v, x⟩ v`. -/
theorem twoLevel_apply (u v : V) (p q : ℝ) (x : V) :
    twoLevel u v p q x = (p * inner ℝ u x) • u + (q * inner ℝ v x) • v := by
  change p • (inner ℝ u x • u) + q • (inner ℝ v x • v) = _
  rw [smul_smul, smul_smul]

/-- The two-level operator is symmetric. -/
theorem twoLevel_symmetric (u v : V) (p q : ℝ) :
    (twoLevel u v p q).toLinearMap.IsSymmetric := by
  intro x y
  change inner ℝ (twoLevel u v p q x) y = inner ℝ x (twoLevel u v p q y)
  rw [twoLevel_apply, twoLevel_apply]
  simp only [inner_add_left, inner_add_right, real_inner_smul_left, real_inner_smul_right]
  rw [real_inner_comm u x, real_inner_comm v x]
  ring

/-- For orthonormal `u` and `v`, the two-level operator has them as eigenvectors with
eigenvalues `p` and `q`. -/
theorem twoLevel_eigen (hu : ‖u‖ = 1) (hv : ‖v‖ = 1) (huv : inner ℝ u v = 0) (p q : ℝ) :
    twoLevel u v p q u = p • u ∧ twoLevel u v p q v = q • v := by
  have hvu : inner ℝ v u = 0 := by rw [real_inner_comm]; exact huv
  constructor
  · rw [twoLevel_apply, real_inner_self_eq_norm_sq, hu, hvu]
    module
  · rw [twoLevel_apply, real_inner_self_eq_norm_sq, hv, huv]
    module

/-- In the plane of orthonormal `u` and `v`, the inner product is that of the coordinates. -/
theorem inner_plane (hu : ‖u‖ = 1) (hv : ‖v‖ = 1) (huv : inner ℝ u v = 0) (x y x' y' : ℝ) :
    inner ℝ (x • u + y • v) (x' • u + y' • v) = x * x' + y * y' := by
  have hvu : inner ℝ v u = 0 := by rw [real_inner_comm]; exact huv
  simp only [inner_add_left, inner_add_right, real_inner_smul_left, real_inner_smul_right,
    real_inner_self_eq_norm_sq, hu, hv, huv, hvu]
  ring

/-- For orthonormal `u` and `v`, the levelling perturbation has operator norm `|a - b|/2`. -/
theorem norm_levelling (hu : ‖u‖ = 1) (hv : ‖v‖ = 1) (huv : inner ℝ u v = 0) (a b : ℝ) :
    ‖levelling u v a b‖ = |a - b| / 2 := by
  apply le_antisymm
  · refine ContinuousLinearMap.opNorm_le_bound _ (by positivity) fun x => ?_
    -- Bessel's inequality for the pair `u`, `v`
    have hb : (inner ℝ u x) ^ 2 + (inner ℝ v x) ^ 2 ≤ ‖x‖ ^ 2 := by
      have h := real_inner_self_nonneg (x := x - (inner ℝ u x • u + inner ℝ v x • v))
      rw [inner_sub_left, inner_sub_right, inner_sub_right, inner_plane hu hv huv,
        real_inner_comm x (inner ℝ u x • u + inner ℝ v x • v), inner_add_right,
        real_inner_smul_right, real_inner_smul_right, real_inner_comm u x,
        real_inner_comm v x, real_inner_self_eq_norm_sq] at h
      linarith
    have hsq : ‖levelling u v a b x‖ ^ 2
        = (|a - b| / 2) ^ 2 * ((inner ℝ u x) ^ 2 + (inner ℝ v x) ^ 2) := by
      rw [div_pow, sq_abs, ← real_inner_self_eq_norm_sq, levelling, twoLevel_apply,
        inner_plane hu hv huv]
      ring
    refine (abs_le_of_sq_le_sq' ?_ (by positivity)).2
    rw [hsq, mul_pow]
    exact mul_le_mul_of_nonneg_left hb (sq_nonneg _)
  · -- the bound is attained on `u`
    have hL : levelling u v a b u = ((b - a) / 2) • u := (twoLevel_eigen hu hv huv _ _).1
    have h := (levelling u v a b).le_opNorm u
    rw [hL, norm_smul, hu, mul_one, mul_one, Real.norm_eq_abs, abs_div, abs_two,
      abs_sub_comm b a] at h
    exact h

/-- Let `u` and `v` be orthonormal eigenvectors of a symmetric `A` with eigenvalues `a` and `b`. The
levelling perturbation is symmetric, has norm `|a - b|/2` and is zero on the orthogonal complement
of `span(u, v)`. Adding it to `A` gives a symmetric operator that maps the complement into itself
and has every nonzero vector of the span as an eigenvector with eigenvalue `(a + b)/2`. -/
theorem levelling_makes_span_degenerate {A : V →L[ℝ] V} (hA : A.toLinearMap.IsSymmetric)
    (hu : ‖u‖ = 1) (hv : ‖v‖ = 1) (huv : inner ℝ u v = 0)
    (hAu : A u = a • u) (hAv : A v = b • v) :
    (levelling u v a b).toLinearMap.IsSymmetric ∧
    (A + levelling u v a b).toLinearMap.IsSymmetric ∧
    ‖levelling u v a b‖ = |a - b| / 2 ∧
    (∀ x ∈ (span ℝ {u, v})ᗮ,
      levelling u v a b x = 0 ∧ (A + levelling u v a b) x ∈ (span ℝ {u, v})ᗮ) ∧
    ∀ w ∈ span ℝ {u, v}, (A + levelling u v a b) w = ((a + b) / 2) • w := by
  have hS : (levelling u v a b).toLinearMap.IsSymmetric := twoLevel_symmetric _ _ _ _
  have hAS : (A + levelling u v a b).toLinearMap.IsSymmetric := by
    intro x y
    change inner ℝ (A x + levelling u v a b x) y = inner ℝ x (A y + levelling u v a b y)
    rw [inner_add_left, inner_add_right]
    exact congrArg₂ (· + ·) (hA x y) (hS x y)
  have hspan : ∀ w ∈ span ℝ {u, v}, (A + levelling u v a b) w = ((a + b) / 2) • w := by
    intro w hw
    obtain ⟨x, y, rfl⟩ := mem_span_pair.1 hw
    have hL : levelling u v a b u = ((b - a) / 2) • u ∧
        levelling u v a b v = ((a - b) / 2) • v := twoLevel_eigen hu hv huv _ _
    change A (x • u + y • v) + levelling u v a b (x • u + y • v) = _
    simp only [map_add, map_smul, hAu, hAv, hL.1, hL.2]
    module
  refine ⟨hS, hAS, norm_levelling hu hv huv a b, fun x hx => ⟨?_, ?_⟩, hspan⟩
  · have h := (mem_orthogonal _ _).1 hx
    rw [levelling, twoLevel_apply, h u (subset_span (by simp)), h v (subset_span (by simp))]
    simp
  · -- symmetry carries the invariance of the span over to its complement
    refine (mem_orthogonal _ _).2 fun w hw => ?_
    have h : inner ℝ ((A + levelling u v a b) w) x
        = inner ℝ w ((A + levelling u v a b) x) := hAS w x
    rw [← h, hspan w hw, real_inner_smul_left, (mem_orthogonal _ _).1 hx w hw, mul_zero]

/-- Let `u` and `v` be orthonormal eigenvectors of `A` with eigenvalues `a` and `b`. A perturbation
`F` that makes the normalised mixture `c u + s v` an eigenvector of `A + F` has norm at least `|a -
b| |c s|`. -/
theorem mixture_cost {A F : V →L[ℝ] V} {c s μ : ℝ}
    (hu : ‖u‖ = 1) (hv : ‖v‖ = 1) (huv : inner ℝ u v = 0)
    (hAu : A u = a • u) (hAv : A v = b • v) (hcs : c ^ 2 + s ^ 2 = 1)
    (hw : (A + F) (c • u + s • v) = μ • (c • u + s • v)) :
    |a - b| * |c * s| ≤ ‖F‖ := by
  have hn : ∀ x y : ℝ, x ^ 2 + y ^ 2 = 1 → ‖x • u + y • v‖ = 1 := by
    intro x y h
    refine (pow_eq_one_iff_of_nonneg (norm_nonneg _) two_ne_zero).1 ?_
    rw [← real_inner_self_eq_norm_sq, inner_plane hu hv huv]
    linarith
  have hF : F (c • u + s • v) = (c * (μ - a)) • u + (s * (μ - b)) • v := by
    have h : A (c • u + s • v) + F (c • u + s • v) = μ • (c • u + s • v) := hw
    have hA : A (c • u + s • v) = (c * a) • u + (s * b) • v := by
      rw [map_add, map_smul, map_smul, hAu, hAv]
      module
    rw [hA] at h
    linear_combination (norm := module) h
  -- component of `F w` along the unit vector orthogonal to `w` in the plane
  have hz : inner ℝ ((-s) • u + c • v) (F (c • u + s • v)) = (a - b) * (c * s) := by
    rw [hF, inner_plane hu hv huv]
    ring
  have h1 := abs_real_inner_le_norm ((-s) • u + c • v) (F (c • u + s • v))
  have h2 := F.le_opNorm (c • u + s • v)
  rw [hz, abs_mul, hn (-s) c (by linarith [neg_sq s]), one_mul] at h1
  rw [hn c s hcs, mul_one] at h2
  exact h1.trans h2

/-- Let `u` and `v` be orthonormal eigenvectors of `A` with eigenvalues `a` and `b`. Then `|a -
b|/2` is the least norm of a symmetric perturbation `F` for which every nonzero vector of `span(u,
v)` is an eigenvector of `A + F`. -/
theorem half_gap_isLeast {A : V →L[ℝ] V}
    (hu : ‖u‖ = 1) (hv : ‖v‖ = 1) (huv : inner ℝ u v = 0)
    (hAu : A u = a • u) (hAv : A v = b • v) :
    IsLeast {r : ℝ | ∃ F : V →L[ℝ] V, F.toLinearMap.IsSymmetric ∧
      (∀ w ∈ span ℝ {u, v}, ∃ μ : ℝ, (A + F) w = μ • w) ∧ ‖F‖ = r} (|a - b| / 2) := by
  constructor
  · refine ⟨levelling u v a b, twoLevel_symmetric _ _ _ _, fun w hw => ⟨(a + b) / 2, ?_⟩,
      norm_levelling hu hv huv a b⟩
    obtain ⟨x, y, rfl⟩ := mem_span_pair.1 hw
    have hL : levelling u v a b u = ((b - a) / 2) • u ∧
        levelling u v a b v = ((a - b) / 2) • v := twoLevel_eigen hu hv huv _ _
    change A (x • u + y • v) + levelling u v a b (x • u + y • v) = _
    simp only [map_add, map_smul, hAu, hAv, hL.1, hL.2]
    module
  · rintro r ⟨F, -, hF, rfl⟩
    -- apply the lower bound to the equal mixture
    obtain ⟨c, hc⟩ : ∃ c : ℝ, c * c = 1 / 2 :=
      ⟨√(1 / 2), Real.mul_self_sqrt (by norm_num)⟩
    obtain ⟨μ, hμ⟩ := hF (c • u + c • v) (mem_span_pair.2 ⟨c, c, rfl⟩)
    have h := mixture_cost hu hv huv hAu hAv (by nlinarith) hμ
    rw [hc, abs_of_pos (by norm_num : (0 : ℝ) < 1 / 2)] at h
    linarith

/-- Let `u` and `v` be orthonormal eigenvectors of `A` with eigenvalues `a ≠ b`. A normalised
mixture of `u` and `v` with both coefficients nonzero is not an eigenvector of `A`. -/
theorem mixture_not_eigenvector {A : V →L[ℝ] V} {c s : ℝ}
    (hu : ‖u‖ = 1) (hv : ‖v‖ = 1) (huv : inner ℝ u v = 0)
    (hAu : A u = a • u) (hAv : A v = b • v) (hcs : c ^ 2 + s ^ 2 = 1)
    (hab : a ≠ b) (hc : c ≠ 0) (hs : s ≠ 0) (μ : ℝ) :
    A (c • u + s • v) ≠ μ • (c • u + s • v) := by
  intro h
  have h0 := mixture_cost (F := 0) hu hv huv hAu hAv hcs (by rw [add_zero]; exact h)
  rw [norm_zero] at h0
  exact absurd h0 (not_le_of_gt
    (mul_pos (abs_pos.2 (sub_ne_zero.2 hab)) (abs_pos.2 (mul_ne_zero hc hs))))

/-- The coordinate unit vectors of three-dimensional space. -/
def axis (i : Fin 3) : EuclideanSpace ℝ (Fin 3) := EuclideanSpace.single i 1

/-- In three dimensions, the two-level operator on the first two axes with levels `1` and
`1 + δ` is symmetric and has these orthonormal axes as eigenvectors. -/
theorem levelling_witness (δ : ℝ) :
    ‖axis 0‖ = 1 ∧ ‖axis 1‖ = 1 ∧ inner ℝ (axis 0) (axis 1) = 0 ∧
    (twoLevel (axis 0) (axis 1) 1 (1 + δ)).toLinearMap.IsSymmetric ∧
    twoLevel (axis 0) (axis 1) 1 (1 + δ) (axis 0) = (1 : ℝ) • axis 0 ∧
    twoLevel (axis 0) (axis 1) 1 (1 + δ) (axis 1) = (1 + δ) • axis 1 := by
  have h0 : ‖axis 0‖ = 1 := by simp [axis]
  have h1 : ‖axis 1‖ = 1 := by simp [axis]
  have h01 : inner ℝ (axis 0) (axis 1) = 0 := by
    simp [axis, EuclideanSpace.inner_single_left]
  exact ⟨h0, h1, h01, twoLevel_symmetric _ _ _ _, twoLevel_eigen h0 h1 h01 _ _⟩

end

end NearDegenerateEigenvectors
```

```lean
#print axioms NearDegenerateEigenvectors.levelling_makes_span_degenerate
#print axioms NearDegenerateEigenvectors.half_gap_isLeast
#print axioms NearDegenerateEigenvectors.mixture_not_eigenvector
```

```
'NearDegenerateEigenvectors.levelling_makes_span_degenerate' depends on axioms: [propext, Classical.choice, Quot.sound]
'NearDegenerateEigenvectors.half_gap_isLeast' depends on axioms: [propext, Classical.choice, Quot.sound]
'NearDegenerateEigenvectors.mixture_not_eigenvector' depends on axioms: [propext, Classical.choice, Quot.sound]
```

## What the theorems say about matrices

The space `V` is any real inner product space, and an operator is a continuous linear map `V →L[ℝ] V` with the operator norm. A real symmetric n × n matrix acting on `EuclideanSpace ℝ (Fin n)` is the finite-dimensional case, in which this norm is the spectral norm. The hypotheses `hu`, `hv` and `huv` say that u and v are orthonormal, `hAu` and `hAv` are the eigenvalue equations, and `hA` is the symmetry of A. The perturbation E is `levelling u v a b`, a special case of the two-level operator `twoLevel u v p q`, which stands for p|u⟩⟨u| + q|v⟩⟨v|.

`levelling_makes_span_degenerate` collects the properties of E. Both E and A + E are symmetric, and E has norm |a − b|/2. On the complement `(span ℝ {u, v})ᗮ`, E is zero and A + E stays inside. On the span, A + E multiplies by (a + b)/2. Every nonzero vector of the span is therefore an eigenvector of A + E. In two dimensions the complement contains only zero, and for a = b the perturbation is zero.

`half_gap_isLeast` says that |a − b|/2 is the least element of the set of norms of symmetric perturbations F for which every w in the span satisfies (A + F) w = μw for some μ. The number μ may depend on w. Neither this theorem nor `mixture_cost` needs A to be symmetric; the eigenvalue equations and orthonormality suffice.

`levelling_witness` gives a concrete case in three dimensions, with levels 1 and 1 + δ on the first two axes for any real δ. As matrices, A = diag(1, 1 + δ, 0) and E = diag(δ/2, −δ/2, 0).

For a fixed real symmetric matrix, such as a Fock matrix in an orthonormal basis, every direction in the plane of the two eigenvectors is therefore an eigenvector of some symmetric matrix within a spectral-norm distance |a − b|/2. The theorems do not say that round-off actually produces E, nor do they bound how far the plane turns under a general perturbation. Complex Hermitian matrices and unbounded Hamiltonians are not covered.

The statement could also have been written for `Matrix (Fin n) (Fin n) ℝ`. That would be closer to a program's data, but it would restrict the result to finite dimension and require an explicit choice of matrix norm. In the Frobenius norm, for example, the same E has size |a − b|/√2.

## How the proof follows the calculation

`twoLevel_apply` writes the two-level operator in terms of the overlaps with u and v. From this formula, `twoLevel_symmetric` expands both sides of the symmetry condition and compares them with `ring`, while `twoLevel_eigen` evaluates the operator on u and v. `inner_plane` reduces inner products within the plane to products of coordinates.

`norm_levelling` proves two inequalities. For the upper one, `hb` is Bessel's inequality, obtained from the nonnegative squared length of the remainder, and `hsq` is the formula for ‖E x‖²; comparing squares then gives the bound on ‖E x‖. For the lower one, `le_opNorm` is applied to u.

In `levelling_makes_span_degenerate`, `mem_span_pair` writes a vector of the span as a combination of u and v. Linearity and the eigenvalue equations are then substituted, and `module` collects the coefficients. For the complement, the symmetry `hAS` moves A + E to the other side of the inner product, as in the calculation above.

`mixture_cost` follows the lower-bound argument line by line. Its step `hF` solves the eigenvalue equation for F w, and `hz` computes the inner product with z, where μ cancels. The steps `h1` and `h2` are the Cauchy–Schwarz inequality and the operator-norm bound, and `hn` supplies the unit lengths of w and z.

`half_gap_isLeast` first shows that E belongs to the set of admissible perturbations. For the lower bound it picks c with c² = 1/2 and applies `mixture_cost` to cu + cv. The symmetry of F is discarded there, so the bound holds for non-symmetric perturbations as well. Finally, `mixture_not_eigenvector` applies `mixture_cost` with `F := 0`: a positive number would have to be at most zero.
